# If $[A,B]=iC$ and $[A,C]=-iB$, then $e^{-itA}Be^{itA}=B\cos t+C\sin t$

## Do two commutators fix the rotation at all times?

Take complex square matrices $A$, $B$, $C$ of any finite size with $[A,B]=iC$ and $[A,C]=-iB$. Then for every real $t$,

$$e^{-itA}\,B\,e^{itA}=B\cos t+C\sin t .$$

I use this rule whenever I follow a pulse sequence with product operators: $A$ is the generator, $B$ is the operator I start from, and $C$ is the one it turns into. I'd like to see it derived from the two commutators alone, with every step written out, and then checked by a proof assistant with the true matrix exponential. Does it also work backwards, so that the rule implies the commutators? And does it cover the scalar coupling of two spins 1/2?

## Yes, and the rotation gives the commutators back

The rule holds as you state it, and if it holds for all real $t$, both commutators follow. It covers the scalar coupling of two spins 1/2 in its weak-coupling form $2\pi J I_zS_z$, where the angle after a time $\tau$ is $\pi J\tau$.

### From the equation of motion to two constants

For any matrix $X$ write $X(t)=e^{-itA}Xe^{itA}$, so that $X(0)=X$. Since $A$ commutes with its own exponentials, the product rule gives

$$\dot X(t)=e^{-itA}(-iA)Xe^{itA}+e^{-itA}X(iA)e^{itA}=e^{-itA}\bigl(-i[A,X]\bigr)e^{itA}.$$

This is the Liouville–von Neumann equation with $\hbar=1$ and Hamiltonian $A$. Let $b(t)$ and $c(t)$ be the evolved $B$ and $C$. The commutators give $-i[A,B]=C$ and $-i[A,C]=-B$, hence

$$\dot b=c,\qquad \dot c=-b .$$

Now consider $u=b\cos t-c\sin t$ and $v=b\sin t+c\cos t$. Their derivatives are

$$\dot u=c\cos t-b\sin t+b\sin t-c\cos t=0,$$
$$\dot v=c\sin t+b\cos t-b\cos t-c\sin t=0 .$$

Both keep their initial values, $u=B$ and $v=C$. Therefore

$$b=(\cos^2t+\sin^2t)\,b=u\cos t+v\sin t=B\cos t+C\sin t .$$

The pair $(C,-B)$ satisfies the same relations as $(B,C)$, because $[A,C]=i(-B)$ and $[A,-B]=-iC$. The rule applied to it gives $c=C\cos t-B\sin t$.

For the converse, assume the rule for all $t$ and differentiate it. The evolved $-i[A,B]$ equals $-B\sin t+C\cos t$. At $t=0$ this says $-i[A,B]=C$, which is the first commutator. The same equation now reads $c(t)=-B\sin t+C\cos t$ at all times. Its derivative at $t=0$ is $-i[A,C]=-B$, which is the second commutator.

### Scalar coupling of two spins 1/2

Let $I$ and $S$ be two spins 1/2, and take $A=2I_zS_z$, $B=I_x$, $C=2I_yS_z$. Then

$$[2I_zS_z,I_x]=2[I_z,I_x]S_z=i\,2I_yS_z,$$
$$[2I_zS_z,2I_yS_z]=4[I_z,I_y]S_z^2=-iI_x .$$

The last step uses $S_z^2=1/4$, which is particular to spin 1/2. The coupling Hamiltonian is $2\pi JI_zS_z=\pi J\,A$, and a factor $\pi J$ in the generator has the same effect as a factor $\pi J$ in the time. After a time $\tau$, therefore,

$$I_x\longrightarrow I_x\cos(\pi J\tau)+2I_yS_z\sin(\pi J\tau).$$

For $J\neq0$ and $\tau=1/(2J)$ the angle is $\pi/2$, and only the antiphase term $2I_yS_z$ is left. This is the conversion on which polarisation transfer in INEPT-type experiments relies, here for two spins with the $I_zS_z$ coupling alone, without chemical shifts or relaxation.

### The Lean file

```lean
import Mathlib

open Complex (I)
open scoped Kronecker

namespace ProductOperatorRotation

noncomputable section

variable {n : Type*} [Fintype n] [DecidableEq n]

/-- The operator `X` after evolution for time `t` under the generator `A`:
`exp(-itA) X exp(itA)`. -/
def evolve (A : Matrix n n ℂ) (t : ℝ) (X : Matrix n n ℂ) : Matrix n n ℂ :=
  NormedSpace.exp ((-I * t) • A) * X * NormedSpace.exp ((I * t) • A)

-- A norm on matrices, required by the Mathlib lemmas that differentiate products and exponentials.
attribute [local instance] Matrix.linftyOpNormedRing Matrix.linftyOpNormedAlgebra

/-- At time zero the operator is unchanged. -/
theorem evolve_zero (A X : Matrix n n ℂ) : evolve A 0 X = X := by
  simp [evolve, NormedSpace.exp_zero]

/-- Multiplying the generator by a real frequency `ω` is the same as multiplying the time
by `ω`. -/
theorem evolve_smul (A X : Matrix n n ℂ) (ω t : ℝ) :
    evolve (ω • A) t X = evolve A (ω * t) X := by
  have e (c : ℂ) : (c * (t : ℂ)) • (ω • A) = (c * ((ω * t : ℝ) : ℂ)) • A := by
    ext i j
    simp only [Matrix.smul_apply, smul_eq_mul, Complex.real_smul, Complex.ofReal_mul]
    ring
  unfold evolve
  rw [e (-I), e I]

/-- Liouville–von Neumann equation: the time derivative of the evolved `X` is the evolved
`-i[A,X]`. -/
theorem hasDerivAt_evolve (A X : Matrix n n ℂ) (t : ℝ) :
    HasDerivAt (fun s : ℝ => evolve A s X) (evolve A t (-I • (A * X - X * A))) t := by
  have e (c : ℂ) (u : ℝ) : (c * (u : ℂ)) • A = u • (c • A) := by
    ext i j
    simp only [Matrix.smul_apply, smul_eq_mul, Complex.real_smul]
    ring
  have h1 : HasDerivAt (fun u : ℝ => NormedSpace.exp ((-I * (u : ℂ)) • A))
      (NormedSpace.exp ((-I * (t : ℂ)) • A) * (-I • A)) t := by
    simp only [e]
    exact hasDerivAt_exp_smul_const (-I • A) t
  have h2 : HasDerivAt (fun u : ℝ => NormedSpace.exp ((I * (u : ℂ)) • A))
      ((I • A) * NormedSpace.exp ((I * (t : ℂ)) • A)) t := by
    simp only [e]
    exact hasDerivAt_exp_smul_const' (I • A) t
  -- The product rule produces the two terms of the commutator.
  refine ((h1.mul_const X).fun_mul h2).congr_deriv ?_
  simp only [evolve, neg_smul, neg_mul, mul_neg, smul_mul_assoc, mul_smul_comm, smul_sub,
    mul_sub, sub_mul, mul_assoc]
  module

/-- Master rotation rule: if `[A,B] = iC` and `[A,C] = -iB`, then
`exp(-itA) B exp(itA) = B cos t + C sin t` for every real `t`. -/
theorem master_rotation {A B C : Matrix n n ℂ} (hB : A * B - B * A = I • C)
    (hC : A * C - C * A = -I • B) (t : ℝ) :
    evolve A t B = Real.cos t • B + Real.sin t • C := by
  -- The evolved operators obey b' = c and c' = -b.
  have hb (s : ℝ) : HasDerivAt (fun u : ℝ => evolve A u B) (evolve A s C) s := by
    have h := hasDerivAt_evolve A B s
    rwa [hB, smul_smul, show -I * I = 1 by simp, one_smul] at h
  have hc (s : ℝ) : HasDerivAt (fun u : ℝ => evolve A u C) (-evolve A s B) s := by
    have h := hasDerivAt_evolve A C s
    rw [hC, smul_smul, show -I * -I = -1 by simp, neg_one_smul] at h
    refine h.congr_deriv ?_
    simp only [evolve, mul_neg, neg_mul]
  -- Two combinations are constants of the motion.
  have hu (s : ℝ) : HasDerivAt
      (fun u : ℝ => Real.cos u • evolve A u B - Real.sin u • evolve A u C) 0 s := by
    refine (((Real.hasDerivAt_cos s).smul (hb s)).sub
      ((Real.hasDerivAt_sin s).smul (hc s))).congr_deriv ?_
    module
  have hv (s : ℝ) : HasDerivAt
      (fun u : ℝ => Real.sin u • evolve A u B + Real.cos u • evolve A u C) 0 s := by
    refine (((Real.hasDerivAt_sin s).smul (hb s)).add
      ((Real.hasDerivAt_cos s).smul (hc s))).congr_deriv ?_
    module
  have u0 := is_const_of_deriv_eq_zero (fun s => (hu s).differentiableAt)
    (fun s => (hu s).deriv) t 0
  have v0 := is_const_of_deriv_eq_zero (fun s => (hv s).differentiableAt)
    (fun s => (hv s).deriv) t 0
  simp only [evolve_zero, Real.cos_zero, Real.sin_zero, one_smul, zero_smul, sub_zero,
    zero_add] at u0 v0
  -- Solve the two conservation laws for the evolved B.
  calc evolve A t B = (Real.cos t ^ 2 + Real.sin t ^ 2) • evolve A t B := by
        rw [Real.cos_sq_add_sin_sq, one_smul]
    _ = Real.cos t • (Real.cos t • evolve A t B - Real.sin t • evolve A t C)
        + Real.sin t • (Real.sin t • evolve A t B + Real.cos t • evolve A t C) := by
        module
    _ = Real.cos t • B + Real.sin t • C := by rw [u0, v0]

/-- Companion rule: if `[A,B] = iC` and `[A,C] = -iB`, then
`exp(-itA) C exp(itA) = C cos t - B sin t` for every real `t`. -/
theorem companion_rotation {A B C : Matrix n n ℂ} (hB : A * B - B * A = I • C)
    (hC : A * C - C * A = -I • B) (t : ℝ) :
    evolve A t C = Real.cos t • C - Real.sin t • B := by
  have h1 : A * C - C * A = I • (-B) := by rw [hC, neg_smul, smul_neg]
  have h2 : A * (-B) - (-B) * A = -I • C := by
    rw [neg_smul, ← hB]
    noncomm_ring
  rw [master_rotation h1 h2 t, smul_neg, sub_eq_add_neg]

/-- Converse: if `exp(-itA) B exp(itA) = B cos t + C sin t` for all real `t`, then
`[A,B] = iC` and `[A,C] = -iB`. -/
theorem commutators_of_rotation {A B C : Matrix n n ℂ}
    (h : ∀ t : ℝ, evolve A t B = Real.cos t • B + Real.sin t • C) :
    A * B - B * A = I • C ∧ A * C - C * A = -I • B := by
  have k (X Y : Matrix n n ℂ) (hXY : -I • X = Y) : X = I • Y := by
    rw [← hXY, smul_smul, show I * -I = 1 by simp, one_smul]
  -- First derivative of the rule, at all times.
  have h1 (t : ℝ) : evolve A t (-I • (A * B - B * A))
      = -Real.sin t • B + Real.cos t • C := by
    refine (hasDerivAt_evolve A B t).unique ?_
    simp only [h]
    exact ((Real.hasDerivAt_cos t).smul_const B).add ((Real.hasDerivAt_sin t).smul_const C)
  have hC : -I • (A * B - B * A) = C := by
    have h0 := h1 0
    rwa [evolve_zero, Real.sin_zero, Real.cos_zero, neg_zero, zero_smul, one_smul,
      zero_add] at h0
  rw [hC] at h1
  -- Second derivative, at time zero.
  have h2 : evolve A 0 (-I • (A * C - C * A))
      = -Real.cos 0 • B + -Real.sin 0 • C := by
    refine (hasDerivAt_evolve A C 0).unique ?_
    simp only [h1]
    exact ((Real.hasDerivAt_sin 0).neg.smul_const B).add
      ((Real.hasDerivAt_cos 0).smul_const C)
  rw [evolve_zero, Real.sin_zero, Real.cos_zero, neg_zero, zero_smul, add_zero,
    neg_one_smul] at h2
  refine ⟨k _ _ hC, ?_⟩
  rw [k _ _ h2, smul_neg, neg_smul]

/-- The x component of a spin 1/2. -/
def sx : Matrix (Fin 2) (Fin 2) ℂ := !![0, 1 / 2; 1 / 2, 0]

/-- The y component of a spin 1/2. -/
def sy : Matrix (Fin 2) (Fin 2) ℂ := !![0, -I / 2; I / 2, 0]

/-- The z component of a spin 1/2. -/
def sz : Matrix (Fin 2) (Fin 2) ℂ := !![1 / 2, 0; 0, -1 / 2]

/-- The product operators `2IzSz`, `Ix` and `2IySz` of two spins 1/2 satisfy the commutation
relations of `A`, `B` and `C` in the master rotation rule. -/
theorem master_rotation_witness :
    ((2 : ℂ) • (sz ⊗ₖ sz)) * (sx ⊗ₖ 1) - (sx ⊗ₖ 1) * ((2 : ℂ) • (sz ⊗ₖ sz))
        = I • ((2 : ℂ) • (sy ⊗ₖ sz)) ∧
    ((2 : ℂ) • (sz ⊗ₖ sz)) * ((2 : ℂ) • (sy ⊗ₖ sz))
        - ((2 : ℂ) • (sy ⊗ₖ sz)) * ((2 : ℂ) • (sz ⊗ₖ sz))
        = -I • (sx ⊗ₖ (1 : Matrix (Fin 2) (Fin 2) ℂ)) := by
  constructor <;> ext ⟨a, b⟩ ⟨c, d⟩ <;> fin_cases a <;> fin_cases b <;> fin_cases c <;>
    fin_cases d <;>
    simp [sx, sy, sz, Matrix.mul_apply, Fintype.sum_prod_type, Fin.sum_univ_two,
      Matrix.kroneckerMap_apply] <;>
    ring_nf <;> norm_num [Complex.I_sq]

/-- Under the scalar coupling `2πJ IzSz` of two spins 1/2, in-phase coherence `Ix` becomes
`Ix cos(πJτ) + 2IySz sin(πJτ)` after time `τ`. -/
theorem scalar_coupling (J τ : ℝ) :
    evolve ((Real.pi * J) • ((2 : ℂ) • (sz ⊗ₖ sz))) τ (sx ⊗ₖ 1)
      = Real.cos (Real.pi * J * τ) • (sx ⊗ₖ 1)
        + Real.sin (Real.pi * J * τ) • ((2 : ℂ) • (sy ⊗ₖ sz)) := by
  rw [evolve_smul]
  exact master_rotation master_rotation_witness.1 master_rotation_witness.2 _

/-- For a nonzero coupling constant `J`, the scalar coupling `2πJ IzSz` converts `Ix`
completely into antiphase coherence `2IySz` after time `1/(2J)`. -/
theorem antiphase_transfer {J : ℝ} (hJ : J ≠ 0) :
    evolve ((Real.pi * J) • ((2 : ℂ) • (sz ⊗ₖ sz))) (1 / (2 * J)) (sx ⊗ₖ 1)
      = (2 : ℂ) • (sy ⊗ₖ sz) := by
  have h : Real.pi * J * (1 / (2 * J)) = Real.pi / 2 := by field_simp
  rw [scalar_coupling, h, Real.cos_pi_div_two, Real.sin_pi_div_two, zero_smul, one_smul,
    zero_add]

end

end ProductOperatorRotation
```

```lean
#print axioms ProductOperatorRotation.companion_rotation
#print axioms ProductOperatorRotation.commutators_of_rotation
#print axioms ProductOperatorRotation.antiphase_transfer
```

```
'ProductOperatorRotation.companion_rotation' depends on axioms: [propext, Classical.choice, Quot.sound]
'ProductOperatorRotation.commutators_of_rotation' depends on axioms: [propext, Classical.choice, Quot.sound]
'ProductOperatorRotation.antiphase_transfer' depends on axioms: [propext, Classical.choice, Quot.sound]
```

### What the theorems say about the physics

`evolve A t X` is $e^{-itA}Xe^{itA}$, with Mathlib's matrix exponential `NormedSpace.exp`. The sign convention is that of a density operator in the Schrödinger picture; observables in the Heisenberg picture turn the other way. The matrices have type `Matrix n n ℂ`, where `n` is any finite index type. For 1 by 1 matrices all commutators vanish, so the hypotheses force $B=C=0$ and the rule is trivially true.

In `master_rotation`, the hypotheses `hB` and `hC` are the two commutators written out as differences of products. Physically they say that the generator turns $B$ into $C$ and $C$ into $-B$, at unit angular frequency. Nothing requires $A$ to be Hermitian, so the evolution need not be unitary. `companion_rotation` is the rule for $C$, and `commutators_of_rotation` is the converse, whose hypothesis `h` is the rule at every real time.

The spin matrices `sx`, `sy` and `sz` include the factor 1/2 and are in units of $\hbar$. In the Lean expressions, `I` is the imaginary unit, not the spin $I$. In the Kronecker product `⊗ₖ` the first factor belongs to spin $I$ and the second to spin $S$: `sx ⊗ₖ 1` is $I_x$, and `sy ⊗ₖ sz` is $I_yS_z$. The number `J` stands for the coupling that the electrons mediate between the two nuclei. It is a frequency in hertz, and the factor $2\pi$ turns it into an angular frequency. Keeping only $I_zS_z$ is the weak-coupling approximation, which the file takes as its Hamiltonian and doesn't derive from the full $\mathbf I\cdot\mathbf S$ coupling.

`antiphase_transfer` allows negative `J`, but the time $1/(2J)$ is then negative too. At the positive time $1/(2|J|)$, the formula in `scalar_coupling` gives $-2I_yS_z$ instead.

The generator is constant in time and the dimension is finite. Relaxation and time-dependent fields are not covered.

### What happens without the second commutator

Let $s_x,s_y,s_z$ be the spin-1/2 matrices, and take $A=2s_z$, $B=s_x$ and $C=2s_y$. Then $[A,B]=2is_y=iC$, as required, but $[A,C]=-4is_x=-4iB$. The true evolution is

$$e^{-itA}Be^{itA}=s_x\cos 2t+s_y\sin 2t .$$

At $t=\pi$ this is $s_x$, whereas the rule would give $-s_x$. The first commutator only defines $C$ as the initial velocity of $B$; the second keeps the motion in the span of $B$ and $C$ and sets its angular frequency to one. In this example the motion stays in that span, and only the frequency is different. This example is worked out here in ordinary algebra and is not part of the file.

### How the Lean proof runs

`hasDerivAt_evolve` is the equation of motion. Its helper `e` writes the exponent as a real time multiplying a fixed matrix, the form in which Mathlib differentiates the exponential. Two versions of that lemma are used, so that $-iA$ lands to the right of the first exponential and $iA$ to the left of the second. Both then stand next to $X$, and the product rule yields the commutator. Mathlib's lemmas for differentiating products and exponentials ask for a norm on matrices, which the file switches on locally; `evolve` itself doesn't depend on it.

In `master_rotation`, `hb` and `hc` are $\dot b=c$ and $\dot c=-b$. The facts `hu` and `hv` say that $u$ and $v$ have zero derivative, and `module` does the cancellation of terms. The equations `u0` and `v0` compare time $t$ with time zero, and the final `calc` solves for $b$ through $\cos^2t+\sin^2t=1$.

`companion_rotation` applies the rule to $(C,-B)$. In `commutators_of_rotation`, the key is that a function has at most one derivative at a point (`HasDerivAt.unique`): the equation of motion and the derivative of the cosine–sine formula must agree. This is used at all times in `h1` and at time zero in `h2`.

`master_rotation_witness` checks the two product-operator commutators entry by entry, as 4 by 4 matrices. `scalar_coupling` moves the factor $\pi J$ into the time with `evolve_smul` and then applies the master rule. `antiphase_transfer` evaluates the result at the angle $\pi/2$.

### The lemma that turns zero derivative into a constant

The step from a differential equation to a formula valid at all times rests on Mathlib's `is_const_of_deriv_eq_zero`. It says that a differentiable function whose derivative is zero everywhere takes the same value at any two points. With it, the proof needs neither a uniqueness theorem for differential equations nor a resummed series of nested commutators.

The lemma asks for differentiability and for zero derivative separately. This matters because Mathlib's `deriv` is set to zero wherever a function has no derivative, so `deriv f x = 0` alone would not show that `f` is constant. A `HasDerivAt` statement contains both facts, and the proof extracts them as `(hu s).differentiableAt` and `(hu s).deriv`. The last two arguments, `t 0`, are the times to be compared.
